# Centric reflections with real scattering factors have only two possible phases

A diffraction experiment gives the modulus of a structure factor but not its phase. Symmetry can restrict the missing phase of a single reflection. This happens for centric reflections, which a symmetry operation of the crystal turns into their own opposites. When the scattering factors are real, a freely chosen phase for a nonzero centric reflection is in general one that no structure with that symmetry can produce, and a density map built from it either loses the symmetry or stops being real. For a model of finitely many atoms with real scattering factors, phasing such a reflection comes down to choosing a sign.

## From a symmetry operation to a fixed phase line

Let atom $j$ have real scattering factor $f_j$ and position $x_j$ in fractional coordinates. For a vector $h$ of integers, the structure factor is

$$F(h)=\sum_j f_j\,e^{2\pi i\,h\cdot x_j},\qquad h\cdot x=\sum_k h_k x_k .$$

Let $R$ be an integer matrix and $t$ a real vector. Suppose that $x\mapsto Rx+t$ permutes the atoms up to lattice translations: there is a permutation $p$ with $f_{p(j)}=f_j$ and

$$x_{p(j)}=Rx_j+t+m_j,$$

where $m_j$ is an integer vector that may differ from atom to atom. Suppose also that $R^{\mathsf T}h=-h$. This is the centric condition: the operation sends the reflection to its Friedel mate. Under inversion every reflection satisfies it; under a twofold rotation, those with $h$ perpendicular to the axis do.

The claim is that

$$F(h)^2=e^{2\pi i\,h\cdot t}\,|F(h)|^2 .$$

First, move $R$ from the position to the index:

$$h\cdot(Rx)=\sum_k h_k\sum_l R_{kl}x_l=\sum_l\Big(\sum_k R_{kl}h_k\Big)x_l=-\sum_l h_l x_l=-h\cdot x .$$

Therefore $h\cdot x_{p(j)}=h\cdot t-h\cdot x_j+h\cdot m_j$. The last term is an integer and contributes a factor of one to the exponential. Since a permutation only reorders the sum,

$$F(h)=\sum_j f_{p(j)}e^{2\pi i\,h\cdot x_{p(j)}}=e^{2\pi i\,h\cdot t}\sum_j f_j e^{-2\pi i\,h\cdot x_j}=e^{2\pi i\,h\cdot t}\,\overline{F(h)} .$$

The last equality uses the reality of $f_j$. For spherically symmetric atoms this means that the imaginary part of the anomalous dispersion correction is neglected. Multiplying by $F(h)$ gives the claim. Its right-hand side is the square of $|F(h)|e^{\pi i\,h\cdot t}$, so

$$F(h)=\pm|F(h)|\,e^{\pi i\,h\cdot t}.$$

If $h\cdot t$ is an integer, the conjugation relation reads $F=\overline F$, and $F$ is real. If $h\cdot t$ is an integer plus one half, it reads $F=-\overline F$, and $F$ is purely imaginary. When $F(h)=0$ the two signs coincide and there is no phase to determine.

Two equal atoms on a line, at $u$ and $t-u$, show the pattern explicitly. With scattering factors equal to one and integer index $k$, measuring positions from the centre $t/2$ gives

$$F(k)=e^{\pi i k t}\left(e^{2\pi i k(u-t/2)}+e^{-2\pi i k(u-t/2)}\right)=2\cos\!\big(2\pi k(u-t/2)\big)\,e^{\pi i k t}.$$

Twice the cosine is the signed real amplitude, and the phase factor beside it does not depend on $u$.

## Atoms, indices and the symmetry operation in Lean

The finite type `ι` labels the atoms, and the finite type `n` labels the coordinate axes, so the dimension is arbitrary.

```lean
import Mathlib

open Matrix
open scoped ComplexConjugate

namespace CentricReflections

noncomputable section

variable {ι n : Type*} [Fintype ι] [Fintype n]
```

The index has integer entries and the position real ones; the pairing converts the former to real numbers.

```lean
/-- The pairing `h · x` of an integer reflection index with a position in fractional
coordinates. -/
def pairing (h : n → ℤ) (x : n → ℝ) : ℝ := ∑ k, (h k : ℝ) * x k
```

The function `wave` fixes the convention: a positive sign in the exponent, and phases measured in periods, so that `s = 1` is a full turn.

```lean
/-- The phase factor `exp (2 π i s)`. -/
def wave (s : ℝ) : ℂ := Complex.exp (((2 * Real.pi * s : ℝ) : ℂ) * Complex.I)
```

The type `ι → ℝ` of `f` carries the assumption of real scattering factors. Because the theorems concern one $h$ at a time, $f_j$ may be read as the value at that reflection, including a real displacement factor, as long as atoms related by the operation share it.

```lean
/-- The structure factor `F(h) = ∑ f_j exp (2 π i h · x_j)` of atoms with real scattering
factors `f_j` at positions `x_j`. -/
def structureFactor (f : ι → ℝ) (x : ι → n → ℝ) (h : n → ℤ) : ℂ :=
  ∑ j, (f j : ℂ) * wave (pairing h (x j))
```

The next structure states the symmetry. Its field `weight` says that $f_{p(j)}=f_j$, and `position` gives the equation for $x_{p(j)}$ component by component. The integer vector `m` is quantified after `j`, so each atom may need its own lattice translation.

```lean
/-- The operation `x ↦ R x + t` carries each atom `j` to the atom `p j`, up to a lattice
translation, and the two atoms have the same scattering factor. -/
structure IsSymmetry (f : ι → ℝ) (x : ι → n → ℝ) (R : Matrix n n ℤ) (t : n → ℝ)
    (p : Equiv.Perm ι) : Prop where
  weight : ∀ j, f (p j) = f j
  position : ∀ j, ∃ m : n → ℤ, ∀ k, x (p j) k = ∑ l, (R k l : ℝ) * x j l + t k + (m k : ℝ)
```

Only one operation is involved, not a whole space group, and $R$ is not required to be invertible or to preserve lengths. Complex scattering factors and infinite sums of atoms are not covered.

## Phase factors and the transfer of $R$ to the index

Three properties of $e^{2\pi i s}$ enter the derivation. The first turns sums of phases into products.

```lean
/-- Phase factors multiply when their arguments are added. -/
theorem wave_add (a b : ℝ) : wave (a + b) = wave a * wave b := by
  unfold wave
  rw [← Complex.exp_add]
  congr 1
  push_cast
  ring
```

The second removes lattice translations. Mathlib's criterion for $e^z=1$ asks for an integer multiple of $2\pi i$, and `m` supplies it.

```lean
/-- A whole number of periods gives the phase factor one. -/
theorem wave_int (m : ℤ) : wave (m : ℝ) = 1 := by
  unfold wave
  exact Complex.exp_eq_one_iff.mpr ⟨m, by push_cast; ring⟩
```

The third replaces a reversed phase by complex conjugation.

```lean
/-- Reversing the sign of the phase conjugates the phase factor. -/
theorem wave_neg (s : ℝ) : wave (-s) = conj (wave s) := by
  unfold wave
  rw [← Complex.exp_conj]
  congr 1
  rw [map_mul, Complex.conj_ofReal, Complex.conj_I]
  push_cast
  ring
```

The next lemma is the identity $h\cdot(Rx)=-h\cdot x$. Inside it, `key` is component $l$ of $R^{\mathsf T}h=-h$, carried from the integers to the reals. `Finset.sum_comm` then exchanges the sums over $k$ and $l$.

```lean
/-- If `Rᵀ h = -h`, then applying the matrix `R` to a position reverses the sign of its pairing with
`h`. -/
theorem pairing_rotate {R : Matrix n n ℤ} {h : n → ℤ} (hR : Rᵀ *ᵥ h = -h) (y : n → ℝ) :
    pairing h (fun k => ∑ l, (R k l : ℝ) * y l) = -pairing h y := by
  have key : ∀ l, ∑ k, (h k : ℝ) * (R k l : ℝ) = -(h l : ℝ) := by
    intro l
    have h1 : ∑ k, R k l * h k = -h l := congrFun hR l
    have h2 : ((∑ k, R k l * h k : ℤ) : ℝ) = ((-h l : ℤ) : ℝ) := by rw [h1]
    push_cast at h2
    rw [← h2]
    exact Finset.sum_congr rfl fun k _ => mul_comm _ _
  -- exchange the two sums, so that `R` acts on `h`
  simp only [pairing, Finset.mul_sum]
  rw [Finset.sum_comm, ← Finset.sum_neg_distrib]
  refine Finset.sum_congr rfl fun l _ => ?_
  rw [← neg_mul, ← key l, Finset.sum_mul]
  exact Finset.sum_congr rfl fun k _ => (mul_assoc _ _ _).symm
```

## The conjugation relation

The `calc` block follows the displayed chain for $F(h)$: reorder the sum, rewrite each term, and take the common factor out. In the middle step, `hphase` is the formula for $h\cdot x_{p(j)}$, and the three properties of `wave` convert it into a product.

```lean
variable {f : ι → ℝ} {x : ι → n → ℝ} {R : Matrix n n ℤ} {t : n → ℝ} {p : Equiv.Perm ι}
  {h : n → ℤ}

/-- For a symmetry operation with `Rᵀ h = -h`, the structure factor equals its own complex
conjugate times `exp (2 π i h · t)`. -/
theorem structureFactor_eq_conj (hS : IsSymmetry f x R t p) (hR : Rᵀ *ᵥ h = -h) :
    structureFactor f x h = wave (pairing h t) * conj (structureFactor f x h) := by
  calc structureFactor f x h
      = ∑ j, (f (p j) : ℂ) * wave (pairing h (x (p j))) :=
        (Equiv.sum_comp p (fun j => (f j : ℂ) * wave (pairing h (x j)))).symm
    _ = ∑ j, wave (pairing h t) * conj ((f j : ℂ) * wave (pairing h (x j))) := by
        refine Finset.sum_congr rfl fun j _ => ?_
        obtain ⟨m, hm⟩ := hS.position j
        -- the lattice translation only adds an integer to the phase
        have hphase : pairing h (x (p j)) =
            pairing h t + -pairing h (x j) + ((∑ k, h k * m k : ℤ) : ℝ) := by
          rw [← pairing_rotate hR]
          simp only [pairing]
          push_cast
          rw [← Finset.sum_add_distrib, ← Finset.sum_add_distrib]
          refine Finset.sum_congr rfl fun k _ => ?_
          rw [hm k]
          ring
        rw [hS.weight j, hphase, wave_add, wave_add, wave_int, wave_neg, map_mul,
          Complex.conj_ofReal]
        ring
    _ = wave (pairing h t) * conj (structureFactor f x h) := by
        rw [structureFactor, map_sum, Finset.mul_sum]
```

The proof turns on `Equiv.sum_comp`, which says that summing $g(p(j))$ over all $j$ gives the same result as summing $g(j)$. It is applied from right to left, so that the permutation appears inside the sum. The type `Equiv.Perm ι` includes an inverse, which guarantees that every atom is counted exactly once; an arbitrary map of atoms could count one twice and miss another. After the reordering, `Finset.sum_congr` reduces the work to a single atom `j`, and only then does `obtain` extract its translation `m`. No list of translations for all atoms has to be assembled.

## The square, the two signs and the special cases

The main theorem combines the conjugation relation `hc` with `he`, which states $F\overline F=|F|^2$. The `linear_combination` line multiplies `hc` by $F$ and `he` by $e^{2\pi i\,h\cdot t}$, then adds them; the terms containing $\overline F$ cancel.

```lean
/-- For a symmetry operation with `Rᵀ h = -h`, the square of the structure factor is
`F(h)² = exp (2 π i h · t) |F(h)|²`. -/
theorem centric_sq (hS : IsSymmetry f x R t p) (hR : Rᵀ *ᵥ h = -h) :
    structureFactor f x h ^ 2 =
      wave (pairing h t) * (‖structureFactor f x h‖ : ℂ) ^ 2 := by
  have hc := structureFactor_eq_conj hS hR
  have he : structureFactor f x h * conj (structureFactor f x h) =
      (‖structureFactor f x h‖ : ℂ) ^ 2 := by
    rw [Complex.mul_conj, Complex.normSq_eq_norm_sq, Complex.ofReal_pow]
  linear_combination structureFactor f x h * hc + wave (pairing h t) * he
```

For the two phases, `hw` writes $e^{2\pi i\,h\cdot t}$ as the square of $e^{\pi i\,h\cdot t}$. Two complex numbers with equal squares agree up to sign, which gives the disjunction.

```lean
/-- A centric structure factor is its modulus times `exp (π i h · t)`, up to a sign. -/
theorem centric_two_phases (hS : IsSymmetry f x R t p) (hR : Rᵀ *ᵥ h = -h) :
    structureFactor f x h = ‖structureFactor f x h‖ * wave (pairing h t / 2) ∨
      structureFactor f x h = -(‖structureFactor f x h‖ * wave (pairing h t / 2)) := by
  have hw : wave (pairing h t) = wave (pairing h t / 2) ^ 2 := by
    rw [sq, ← wave_add, add_halves]
  apply sq_eq_sq_iff_eq_or_eq_neg.mp
  rw [centric_sq hS hR, hw]
  ring
```

With an integer $h\cdot t$, the phase factor in the conjugation relation becomes one, and the imaginary part vanishes.

```lean
/-- A centric structure factor is real when `h · t` is an integer. -/
theorem centric_real (hS : IsSymmetry f x R t p) (hR : Rᵀ *ᵥ h = -h) (m : ℤ)
    (ht : pairing h t = m) : (structureFactor f x h).im = 0 := by
  have hc := structureFactor_eq_conj hS hR
  rw [ht, wave_int, one_mul] at hc
  exact Complex.conj_eq_iff_im.mp hc.symm
```

With an additional half, the factor becomes $-1$. Comparing real parts gives $\operatorname{Re}F=-\operatorname{Re}F$, hence zero.

```lean
/-- A centric structure factor has zero real part when `h · t` is an integer plus one half. -/
theorem centric_imaginary (hS : IsSymmetry f x R t p) (hR : Rᵀ *ᵥ h = -h) (m : ℤ)
    (ht : pairing h t = m + 1 / 2) : (structureFactor f x h).re = 0 := by
  have hhalf : wave (1 / 2) = -1 := by
    have hpi : 2 * Real.pi * (1 / 2) = Real.pi := by ring
    rw [wave, hpi, Complex.exp_pi_mul_I]
  have hc := structureFactor_eq_conj hS hR
  rw [ht, wave_add, wave_int, hhalf, one_mul, neg_one_mul] at hc
  have hre := congrArg Complex.re hc
  rw [Complex.neg_re, Complex.conj_re] at hre
  linarith
```

## Two atoms related by inversion

The pair is placed in one dimension, with `Fin 2` labelling the atoms and `Fin 1` the single axis.

```lean
/-- Two atoms on a line, at `u` and at its image `t - u` under inversion. -/
def pairPosition (u t : ℝ) : Fin 2 → Fin 1 → ℝ := ![fun _ => u, fun _ => t - u]
```

The theorem has three parts: the swap of the atoms satisfies `IsSymmetry` for $x\mapsto t-x$, every integer index is centric, and $F(k)$ has the cosine form. Here `k` is the reflection index, not a component label. Both lattice translations are zero. In the last part, `h1` and `h2` measure the positions from $t/2$, and `hcos` adds the two opposite phase factors.

```lean
/-- Two equal atoms at `u` and `t - u` are exchanged by `x ↦ t - x`, every index `k` is
reversed by this operation, and `F(k) = 2 cos (2 π k (u - t/2)) exp (π i k t)`. -/
theorem inversion_pair_witness (u t : ℝ) (k : ℤ) :
    IsSymmetry (fun _ => 1) (pairPosition u t) !![-1] (fun _ => t) (Equiv.swap 0 1) ∧
    (!![-1] : Matrix (Fin 1) (Fin 1) ℤ)ᵀ *ᵥ (fun _ => k) = -(fun _ => k) ∧
    structureFactor (fun _ => 1) (pairPosition u t) (fun _ => k) =
      2 * (Real.cos (2 * Real.pi * (k * (u - t / 2))) : ℂ) * wave (k * t / 2) := by
  refine ⟨⟨fun _ => rfl, ?_⟩, ?_, ?_⟩
  · refine Fin.forall_fin_two.2 ⟨⟨0, fun i => ?_⟩, ⟨0, fun i => ?_⟩⟩
    all_goals
      obtain rfl : i = 0 := Subsingleton.elim _ _
      simp [pairPosition] <;> ring
  · ext i
    obtain rfl : i = 0 := Subsingleton.elim _ _
    simp [Matrix.mulVec, dotProduct]
  · have hF : structureFactor (fun _ => 1) (pairPosition u t) (fun _ => k) =
        wave (k * u) + wave (k * (t - u)) := by
      simp [structureFactor, pairing, pairPosition, Fin.sum_univ_two]
    -- measure both positions from the inversion centre `t / 2`
    have h1 : (k : ℝ) * u = k * t / 2 + k * (u - t / 2) := by ring
    have h2 : (k : ℝ) * (t - u) = k * t / 2 + -(k * (u - t / 2)) := by ring
    have hcos : ∀ d : ℝ, wave d + wave (-d) = 2 * (Real.cos (2 * Real.pi * d) : ℂ) := by
      intro d
      have hd : ((2 * Real.pi * (-d) : ℝ) : ℂ) = -((2 * Real.pi * d : ℝ) : ℂ) := by
        push_cast
        ring
      simp only [wave]
      rw [hd, Complex.ofReal_cos, Complex.cos]
      ring
    rw [hF, h1, h2, wave_add, wave_add, ← hcos]
    ring

end

end CentricReflections
```

```lean
#print axioms CentricReflections.centric_two_phases
#print axioms CentricReflections.centric_real
#print axioms CentricReflections.centric_imaginary
```

```
'CentricReflections.centric_two_phases' depends on axioms: [propext, Classical.choice, Quot.sound]
'CentricReflections.centric_real' depends on axioms: [propext, Classical.choice, Quot.sound]
'CentricReflections.centric_imaginary' depends on axioms: [propext, Classical.choice, Quot.sound]
```

## Positions on a torus

Atomic positions could also be modelled as points of a torus, with each coordinate taken modulo one. The symmetry condition would then be a plain equality without `m`, and the integer-phase argument would move into the definition of $e^{2\pi i\,h\cdot x}$ on the torus. The formula for $F(h)^2$ would keep its form. The formula with two signs would need more care, because $e^{\pi i\,h\cdot t}$ depends on which real vector represents $t$: adding a lattice vector to $t$ can reverse its sign. The pair of allowed phases stays the same, but the labels plus and minus may be exchanged. In the version used here, the labelling is fixed once a real vector $t$ has been chosen. `IsSymmetry` also allows $t$ to be shifted by a lattice vector, with the $m_j$ absorbing the change, and such a shift can exchange the labels in the same way.
